# For a Hermitian occupation matrix, ∑ₘ(nₘₘ − nₘₘ²) equals Tr(n − n²) plus the sum of the squared moduli of the off-diagonal elements

An occupation matrix n has diagonal elements that depend on the choice of orbitals, while the trace of n − n² does not change under a unitary change of basis. The lemma says that, in any one basis, the sum of nₘₘ − nₘₘ² over the diagonal minus Tr(n − n²) equals the sum of |nₘₖ|² over all ordered pairs with m ≠ k. The matrix is finite, complex and Hermitian, and nothing is assumed about its eigenvalues or its trace. The proof uses Hermiticity to write nₘₖnₖₘ as |nₘₖ|², expands the trace, and compares the two sides for each m after splitting off the diagonal term of the inner sum.

As first written in Lean, the proof fails:

```lean
import Mathlib

open Matrix

namespace HubbardBasisDependence

noncomputable section

variable {ι : Type*} [Fintype ι] [DecidableEq ι]

/-- For a Hermitian occupation matrix, `∑ (n_mm - n_mm²)` exceeds `Tr(n - n²)` by the sum of
the squared moduli of the off-diagonal elements. -/
theorem occupation_identity {n : Matrix ι ι ℂ} (hn : n.IsHermitian) :
    ∑ m, (n m m - n m m ^ 2) - trace (n - n * n)
      = ∑ m, ∑ k ∈ Finset.univ.erase m, ((‖n m k‖ ^ 2 : ℝ) : ℂ) := by
  -- Hermiticity turns the products in `n²` into squared moduli
  have h : ∀ m k, n m k * n k m = ((‖n m k‖ ^ 2 : ℝ) : ℂ) := by
    intro m k
    have h1 : n k m = star (n m k) := (hn.apply k m).symm
    rw [h1, Complex.star_def, Complex.mul_conj, Complex.normSq_eq_norm_sq]
  simp only [trace, diag_apply, sub_apply, mul_apply]
  rw [← Finset.sum_sub_distrib]
  refine Finset.sum_congr rfl fun m _ => ?_
  -- separate the diagonal term of the inner sum
  have e : n m m * n m m + ∑ k ∈ Finset.univ.erase m, n m k * n k m
      = ∑ k, n m k * n k m :=
    Finset.add_sum_erase Finset.univ (fun k => n m k * n k m) (Finset.mem_univ m)
  have s : ∑ k ∈ Finset.univ.erase m, n m k * n k m
      = ∑ k ∈ Finset.univ.erase m, ((‖n m k‖ ^ 2 : ℝ) : ℂ) :=
    Finset.sum_congr rfl fun k _ => h m k
  linear_combination s - e

end

end HubbardBasisDependence
```

The error:

```
Main.lean:21:32: error: Ambiguous term
  sub_apply
Possible interpretations:
  _root_.sub_apply : ∀ (f g : ?m.147) (x : ?m.148), (f - g) x = f x - g x
  
  Matrix.sub_apply : ∀ (A B : Matrix ?m.147 ?m.148 ?m.149) (i : ?m.147) (j : ?m.148), (A - B) i j = A i j - B i j
Main.lean:31:2: error: ring failed, ring expressions not equal
ι : Type u_1
inst✝¹ : Fintype ι
inst✝ : DecidableEq ι
n : Matrix ι ι ℂ
hn : n.IsHermitian
h : ∀ (m k : ι), n m k * n k m = ↑(‖n m k‖ ^ 2)
m : ι
x✝ : m ∈ Finset.univ
e : n m m * n m m + ∑ k ∈ Finset.univ.erase m, n m k * n k m = ∑ k, n m k * n k m
s : ∑ k ∈ Finset.univ.erase m, n m k * n k m = ∑ k ∈ Finset.univ.erase m, ↑(‖n m k‖ ^ 2)
⊢ n m m - (n - n * n) m m - ∑ k, n m k * n k m = 0
Main.lean:21:43: warning: This simp argument is unused:
  mul_apply

Hint: Omit it from the simp argument list.
  [apply] simp only [trace, diag_apply, sub_apply]

Note: This linter can be disabled with `set_option linter.unusedSimpArgs false`
```

The mended proof, as a diff:

```diff
@@ -19,5 +19,5 @@
     have h1 : n k m = star (n m k) := (hn.apply k m).symm
     rw [h1, Complex.star_def, Complex.mul_conj, Complex.normSq_eq_norm_sq]
-  simp only [trace, diag_apply, sub_apply, mul_apply]
+  simp only [trace, diag_apply, Matrix.sub_apply, Matrix.mul_apply]
   rw [← Finset.sum_sub_distrib]
   refine Finset.sum_congr rfl fun m _ => ?_
```

Diagnosis. Because the file has `open Matrix`, the short name `sub_apply` can mean either `_root_.sub_apply` or `Matrix.sub_apply`, and Lean reports it as ambiguous. The `simp only` call then goes on without that lemma, so the entry `(n - n * n) m m` is never split into a difference of entries. The product therefore never appears as `(n * n) m m`, the form `mul_apply` rewrites, which is why Lean calls that argument unused.

The second error follows from the first. `linear_combination` leaves its final check to `ring`, which does not expand matrix entries and so cannot relate `(n - n * n) m m` to `n m m` and the sum over `k`. The equation left over is true, but it needs the two expansions that were missed.

Writing `Matrix.sub_apply` settles the ambiguity. The difference is split, the product is expanded into its sum, and the last line closes the goal unchanged. No ambiguity was reported for `mul_apply`, so writing it as `Matrix.mul_apply` is mere tidying.
